# No nonzero decaying solution of \(p(S)a=0\) when every root of \(p\) has modulus at least one

## Cancellation among non-decaying solutions

Suppose we look for zero-energy edge modes by testing the powers \(z^n\) one at a time. If none decays, a superposition might still do so by cancellation far from the edge. Repeated roots also bring in solutions such as \(n z^n\), which the test never sees. The question is sharpest at a gap closing, where roots lie on the unit circle.

## The chain and its polynomial

Take a half-infinite chain with two sites per cell, A and B, and hopping only between A and B sites. Let \(a(n)\in\mathbb C\), \(n\ge 0\), be the amplitude on the A site of cell \(n\), and let \((Sa)(n)=a(n+1)\). The B site of cell \(n\) is coupled to the A sites of cells \(n,\dots,n+r\) with hopping amplitudes \(p_0,\dots,p_r\). For \(p(X)=\sum_{k=0}^{r}p_kX^k\), the zero-energy equation on the B sites is

\[
(p(S)a)(n)=\sum_{k=0}^{r}p_k\,a(n+k)=0,\qquad n\ge 0 .
\]

An edge mode is a nonzero solution with \(a(n)\to 0\). If all roots of \(p\) satisfy \(|z|\ge 1\), there is none. Conversely, a root with \(|z|<1\) always gives one. For non-interacting, translation-invariant half-chains of this form, finding edge modes thus reduces to locating roots.

For a Hermitian chain of this kind the bulk energies are \(\pm|p(e^{i\theta})|\), with \(\theta\) the phase change per cell, so the gap closes exactly when \(p\) has a root on the unit circle. A gap closing alone does not exclude edge modes: a polynomial with one root on the circle and another inside still has one.

## Removing one root at a time

**Decay is preserved.** If \(a(n)\to0\), then \((p(S)a)(n)\to0\), being a finite sum of terms that tend to zero.

**First order.** Let \(b(n+1)=z\,b(n)\) with \(|z|\ge1\) and \(b(n)\to0\). Then \(b(n)=z^n b(0)\), so \(|b(n)|\ge|b(0)|\). In the limit \(|b(0)|\le0\), hence \(b=0\).

**Induction on the degree.** If \(p=c\) is constant, then \(c\neq0\), since otherwise \(0\) would be a root of modulus below one; so \(ca=0\) gives \(a=0\). If the degree is positive, choose a root \(z\), write \(p=(X-z)q\) and set \(b=q(S)a\). Then \(b\) decays and \((S-z)b=0\), so \(b=0\). Thus \(q(S)a=0\), where \(q\) has degree one lower and its roots are roots of \(p\). By induction \(a=0\). Repeated roots need no separate treatment.

**Converse.** If \(p(z)=0\), then \(a(n)=z^n\) solves the equation, because

\[
\sum_k p_k z^{n+k}=z^n p(z)=0 .
\]

For \(|z|<1\) it decays, and its normalised form is \(\sqrt{1-|z|^2}\,z^n\), with \(0^0=1\). For \(|z|=1\) its modulus is constant, so the theorem fails if decay is weakened to boundedness.

## A double root at one

Take \(p=(X-1)^2\), so that \(a(n+2)-2a(n+1)+a(n)=0\). The difference \(b(n)=a(n+1)-a(n)\) is constant. If \(a\) decays, so does \(b\), hence \(b=0\); then \(a\) is constant and therefore zero. The general solution \(\alpha+\beta n\) confirms this.

## The SSH chain and the order of coefficients

On one sublattice of the SSH chain, \(v\,a(n)+w\,a(n+1)=0\), with \(v\) and \(w\) not both zero. The polynomial is \(wX+v\), and an edge mode exists exactly when \(|v|<|w|\). Writing \(vX+w\) instead exchanges \(v\) and \(w\), and so reverses the criterion.

## Reading the Lean statements

Amplitudes have type `ℕ → ℂ`, `latticeShift` is \(S\), and `aeval latticeShift p` is \(p(S)\). `IsEdgeMode p a` combines nonvanishing, the equation at every \(n\ge0\), and convergence to zero; normalisation is not required. In the docstrings, "site" means the A site of a cell, so moving by one site there means moving by one cell. `no_decaying_solution` has no degree hypothesis, and its root condition already excludes \(p=0\).

The model keeps one sublattice, with one amplitude per cell, and has no boundary equations beyond the recurrence. If the hopping also reaches back to cells before \(n\), the equations at the edge add conditions, and a root inside the unit disc need not give an edge mode. Disorder and interactions are absent.

```lean
import Mathlib

open Polynomial Filter Topology

namespace AbsenceOfDecayingSolutions

noncomputable section

/-- The shift operator on amplitudes of a half-infinite chain: `(S a) n = a (n + 1)`. -/
def latticeShift : Module.End ℂ (ℕ → ℂ) where
  toFun a := fun n => a (n + 1)
  map_add' _ _ := rfl
  map_smul' _ _ := rfl

/-- An edge mode of the chain with hopping polynomial `p`: a nonzero amplitude that solves
`p(S) a = 0` on the half-line and tends to zero far from the edge. -/
def IsEdgeMode (p : ℂ[X]) (a : ℕ → ℂ) : Prop :=
  a ≠ 0 ∧ aeval latticeShift p a = 0 ∧ Tendsto a atTop (𝓝 0)

/-- Applying the shift `k` times moves the amplitude by `k` sites. -/
theorem latticeShift_pow_apply (k : ℕ) (a : ℕ → ℂ) (n : ℕ) :
    (latticeShift ^ k) a n = a (n + k) := by
  induction k generalizing a n with
  | zero => simp
  | succ k ih =>
    rw [pow_succ, Module.End.mul_apply, ih]
    rfl

/-- The operator `p(S)` is a finite-range hopping operator whose amplitudes are the
coefficients of `p`. -/
theorem aeval_shift_apply (p : ℂ[X]) (a : ℕ → ℂ) (n : ℕ) :
    aeval latticeShift p a n
      = ∑ k ∈ Finset.range (p.natDegree + 1), p.coeff k * a (n + k) := by
  rw [aeval_eq_sum_range]
  simp only [LinearMap.sum_apply, Finset.sum_apply, LinearMap.smul_apply, Pi.smul_apply,
    smul_eq_mul, latticeShift_pow_apply]

/-- A finite-range hopping operator maps decaying amplitudes to decaying amplitudes. -/
theorem tendsto_aeval_shift (p : ℂ[X]) {a : ℕ → ℂ} (h : Tendsto a atTop (𝓝 0)) :
    Tendsto (aeval latticeShift p a) atTop (𝓝 0) := by
  have h1 : aeval latticeShift p a
      = fun n => ∑ k ∈ Finset.range (p.natDegree + 1), p.coeff k * a (n + k) :=
    funext (aeval_shift_apply p a)
  have h2 : Tendsto (fun n => ∑ k ∈ Finset.range (p.natDegree + 1), p.coeff k * a (n + k))
      atTop (𝓝 (∑ k ∈ Finset.range (p.natDegree + 1), p.coeff k * 0)) :=
    tendsto_finsetSum _ fun k _ => ((tendsto_add_atTop_iff_nat k).2 h).const_mul _
  rw [h1]
  simpa using h2

/-- An amplitude that is multiplied from each site to the next by the same factor, of modulus at
least one, can tend to zero only if it vanishes everywhere. -/
theorem first_order_no_decay {z : ℂ} (hz : 1 ≤ ‖z‖) {b : ℕ → ℂ}
    (hb : ∀ n, b (n + 1) = z * b n) (hlim : Tendsto b atTop (𝓝 0)) : b = 0 := by
  have hpow : ∀ n, b n = z ^ n * b 0 := by
    intro n
    induction n with
    | zero => simp
    | succ n ih =>
      rw [hb, ih, pow_succ]
      ring
  -- the modulus never drops below its value at the edge
  have hle : ∀ n, ‖b 0‖ ≤ ‖b n‖ := by
    intro n
    rw [hpow n, norm_mul, norm_pow]
    exact le_mul_of_one_le_left (norm_nonneg _) (one_le_pow₀ hz)
  have hn : Tendsto (fun n => ‖b n‖) atTop (𝓝 0) :=
    tendsto_zero_iff_norm_tendsto_zero.1 hlim
  have h0 : ‖b 0‖ ≤ 0 := ge_of_tendsto' hn hle
  funext n
  rw [hpow n, norm_le_zero_iff.1 h0]
  simp

/-- If all roots of `p` have modulus at least one, repetitions allowed, then the only solution
of `p(S) a = 0` on the half-line that tends to zero is `a = 0`. -/
theorem no_decaying_solution {p : ℂ[X]} (hp : ∀ z, p.IsRoot z → 1 ≤ ‖z‖) {a : ℕ → ℂ}
    (ha : aeval latticeShift p a = 0) (hlim : Tendsto a atTop (𝓝 0)) : a = 0 := by
  suffices H : ∀ d : ℕ, ∀ p : ℂ[X], p.natDegree = d → (∀ z, p.IsRoot z → 1 ≤ ‖z‖) →
      aeval latticeShift p a = 0 → a = 0 from H _ p rfl hp ha
  clear ha hp p
  intro d
  induction d with
  | zero =>
    intro p hd hp ha
    have hc : p.coeff 0 ≠ 0 := by
      intro h0
      have h1 := hp 0 (by rw [IsRoot.def, ← coeff_zero_eq_eval_zero, h0])
      norm_num at h1
    rw [eq_C_of_natDegree_eq_zero hd, aeval_C, Module.algebraMap_end_apply] at ha
    exact (smul_eq_zero.1 ha).resolve_left hc
  | succ d ih =>
    intro p hd hp ha
    -- split off one root
    obtain ⟨z, hz⟩ := Complex.exists_root (natDegree_pos_iff_degree_pos.1 (by omega : 0 < p.natDegree))
    have hz1 := hp z hz
    obtain ⟨q, rfl⟩ := dvd_iff_isRoot.2 hz
    have hq : q ≠ 0 := by
      rintro rfl
      simp at hd
    rw [natDegree_mul (X_sub_C_ne_zero z) hq, natDegree_X_sub_C] at hd
    rw [map_mul, Module.End.mul_apply, map_sub, aeval_X, aeval_C, LinearMap.sub_apply,
      Module.algebraMap_end_apply] at ha
    -- the remaining factor produces a decaying first-order solution, which vanishes
    have hb : aeval latticeShift q a = 0 := by
      refine first_order_no_decay hz1 (fun n => ?_) (tendsto_aeval_shift q hlim)
      have h : aeval latticeShift q a (n + 1) - z * aeval latticeShift q a n = 0 :=
        congrFun ha n
      exact sub_eq_zero.1 h
    refine ih q (by omega) (fun w hw => hp w ?_) hb
    rw [IsRoot.def, eval_mul, hw.eq_zero, mul_zero]

/-- Every root `z` of `p` gives the solution `a n = z ^ n` of `p(S) a = 0`. -/
theorem geometric_solution {p : ℂ[X]} {z : ℂ} (hz : p.IsRoot z) :
    aeval latticeShift p (fun n => z ^ n) = 0 := by
  funext n
  have h : ∑ k ∈ Finset.range (p.natDegree + 1), p.coeff k * z ^ (n + k)
      = z ^ n * p.eval z := by
    rw [eval_eq_sum_range, Finset.mul_sum]
    exact Finset.sum_congr rfl fun k _ => by ring
  exact (aeval_shift_apply p _ n).trans (h.trans (by simp [hz.eq_zero]))

/-- The chain has an edge mode exactly when its hopping polynomial has a root strictly inside
the unit disc. -/
theorem exists_edgeMode_iff (p : ℂ[X]) :
    (∃ a, IsEdgeMode p a) ↔ ∃ z, p.IsRoot z ∧ ‖z‖ < 1 := by
  constructor
  · rintro ⟨a, hne, ha, hlim⟩
    by_contra hcon
    push Not at hcon
    exact hne (no_decaying_solution hcon ha hlim)
  · rintro ⟨z, hz, hlt⟩
    refine ⟨fun n => z ^ n, ?_, geometric_solution hz,
      tendsto_pow_atTop_nhds_zero_of_norm_lt_one hlt⟩
    intro h
    have h0 : z ^ 0 = 0 := congrFun h 0
    simp at h0

/-- A root on the unit circle gives a solution of `p(S) a = 0` with modulus one at every
site. -/
theorem critical_extended_solution {p : ℂ[X]} {z : ℂ} (hz : p.IsRoot z) (h1 : ‖z‖ = 1) :
    aeval latticeShift p (fun n => z ^ n) = 0 ∧ ∀ n : ℕ, ‖z ^ n‖ = 1 :=
  ⟨geometric_solution hz, fun n => by rw [norm_pow, h1, one_pow]⟩

/-- The half-infinite SSH chain with hoppings `v` (within a cell) and `w` (between cells), not both
zero, has a nonzero decaying zero-energy solution on one sublattice exactly when `|v| < |w|`. -/
theorem ssh_edgeMode_iff {v w : ℂ} (hvw : v ≠ 0 ∨ w ≠ 0) :
    (∃ a : ℕ → ℂ, a ≠ 0 ∧ (∀ n, v * a n + w * a (n + 1) = 0) ∧ Tendsto a atTop (𝓝 0))
      ↔ ‖v‖ < ‖w‖ := by
  have key : ∀ (a : ℕ → ℂ) (n : ℕ),
      aeval latticeShift (C w * X + C v) a n = v * a n + w * a (n + 1) := by
    intro a n
    rw [map_add, map_mul, aeval_C, aeval_C, aeval_X]
    exact add_comm (w * a (n + 1)) (v * a n)
  have hmode : (∃ a : ℕ → ℂ, a ≠ 0 ∧ (∀ n, v * a n + w * a (n + 1) = 0) ∧
      Tendsto a atTop (𝓝 0)) ↔ ∃ a, IsEdgeMode (C w * X + C v) a := by
    constructor
    · rintro ⟨a, h0, h, hl⟩
      exact ⟨a, h0, funext fun n => (key a n).trans (h n), hl⟩
    · rintro ⟨a, h0, h, hl⟩
      exact ⟨a, h0, fun n => (key a n).symm.trans (congrFun h n), hl⟩
  rw [hmode, exists_edgeMode_iff]
  -- the only candidate root is -v / w
  constructor
  · rintro ⟨z, hz, hlt⟩
    have hr : w * z + v = 0 := by simpa [IsRoot.def] using hz
    have hv : v = -(w * z) := by linear_combination hr
    have hw : w ≠ 0 := by
      rintro rfl
      simp at hv
      simp [hv] at hvw
    rw [hv, norm_neg, norm_mul]
    exact mul_lt_of_lt_one_right (norm_pos_iff.2 hw) hlt
  · intro hlt
    have hpos : 0 < ‖w‖ := lt_of_le_of_lt (norm_nonneg v) hlt
    have hw : w ≠ 0 := norm_pos_iff.1 hpos
    refine ⟨-v / w, ?_, ?_⟩
    · have hr : w * (-v / w) + v = 0 := by
        rw [mul_div_cancel₀ _ hw]
        ring
      rw [IsRoot.def, eval_add, eval_mul, eval_C, eval_C, eval_X]
      exact hr
    · rw [norm_div, norm_neg]
      exact (div_lt_one hpos).2 hlt

end

end AbsenceOfDecayingSolutions
```

```lean
#print axioms AbsenceOfDecayingSolutions.no_decaying_solution
-- 'AbsenceOfDecayingSolutions.no_decaying_solution' depends on axioms: [propext, Classical.choice, Quot.sound]
#print axioms AbsenceOfDecayingSolutions.critical_extended_solution
-- 'AbsenceOfDecayingSolutions.critical_extended_solution' depends on axioms: [propext, Classical.choice, Quot.sound]
#print axioms AbsenceOfDecayingSolutions.ssh_edgeMode_iff
-- 'AbsenceOfDecayingSolutions.ssh_edgeMode_iff' depends on axioms: [propext, Classical.choice, Quot.sound]
```

## How the proof follows the derivation

`latticeShift_pow_apply` and `aeval_shift_apply` turn the operator equation into the recurrence. `tendsto_aeval_shift` supplies preservation of decay, and `first_order_no_decay` the first-order step, where `ge_of_tendsto'` passes the lower bound to the limit.

In `no_decaying_solution`, the `suffices` line restates the claim for all polynomials of degree `d`, so that the induction hypothesis applies to \(q\). `Complex.exists_root` provides \(z\), and `dvd_iff_isRoot` the factorisation.

`exists_edgeMode_iff` combines this theorem with `geometric_solution`, which also gives the constant-modulus solution in `critical_extended_solution`. Finally, `ssh_edgeMode_iff` identifies the SSH recurrence with `C w * X + C v` and computes the modulus of the root \(-v/w\).
